# For finite plane-wave sums with every q+G nonzero, Poisson's equation means v_G = 4πc_G/‖q+G‖²

## Can the division by ‖q+G‖² be proved and machine-checked?

When I compute the response of a crystal to a perturbation of wavevector \(q\), I get the Hartree part of the induced potential, in Hartree atomic units, by taking each Fourier coefficient \(c_G\) of the density response and multiplying it by \(4\pi/\|q+G\|^2\). I also replace \(\nabla\) by \(\nabla+\mathrm i q\) as soon as a phase \(e^{\mathrm i q\cdot r}\) has been taken out of a function. The claim behind the first step is that, for finite plane-wave sums with no \(q+G\) equal to zero, these coefficients solve Poisson's equation at every point and no other coefficients do. I would like to see both rules derived in full and checked in Lean. What exactly can be proved, and what happens when some \(q+G\) is zero?

## Differentiate each wave, then compare coefficients

Both rules hold. Let \(S\) be a finite set of vectors \(G\) in \(\mathbb R^3\), let \(q\in\mathbb R^3\), and write

\[
n_1(r)=\sum_{G\in S}c_G\,e^{\mathrm i(q+G)\cdot r},\qquad
V(r)=\sum_{G\in S}v_G\,e^{\mathrm i(q+G)\cdot r},
\]

with complex coefficients. The upright \(\mathrm i\) is the imaginary unit, and the italic \(i=0,1,2\) labels the Cartesian axes, as in Lean.

**The shifted gradient.** Since \(\partial_i(q\cdot r)=q_i\), the chain rule gives \(\partial_i e^{\mathrm i q\cdot r}=\mathrm i q_i e^{\mathrm i q\cdot r}\). If \(u\) is differentiable at \(r\), the product rule gives

\[
\partial_i\big(e^{\mathrm i q\cdot r}u\big)
=e^{\mathrm i q\cdot r}\,\partial_i u+\mathrm i q_i\,e^{\mathrm i q\cdot r}u
=e^{\mathrm i q\cdot r}(\partial_i+\mathrm i q_i)u .
\]

If \(u\) is twice differentiable, the same rule applies to \((\partial_i+\mathrm i q_i)u\). Summing over the axes gives \(\Delta(e^{\mathrm i q\cdot r}u)=e^{\mathrm i q\cdot r}\sum_i(\partial_i+\mathrm i q_i)^2u\).

**The Laplacian of the potential.** Each derivative \(\partial_i\) multiplies the coefficient \(v_G\) by \(\mathrm i(q+G)_i\). Two of them multiply it by \(-(q+G)_i^2\), so

\[
-\Delta V(r)=\sum_{G\in S}\Big(\sum_i (q+G)_i^2\Big)v_G\,e^{\mathrm i(q+G)\cdot r}
=\sum_{G\in S}\|q+G\|^2v_G\,e^{\mathrm i(q+G)\cdot r}.
\]

Poisson's equation \(-\Delta V=4\pi n_1\) therefore says that \(\sum_{G\in S} d_G\,e^{\mathrm i(q+G)\cdot r}=0\) for all \(r\), where \(d_G=\|q+G\|^2v_G-4\pi c_G\).

**All the \(d_G\) vanish.** Suppose that some relation of this kind has nonzero coefficients, and take one with as few of them as possible. If there is only one, setting \(r=0\) gives \(d_G=0\), a contradiction. Otherwise choose \(G\neq G'\) with \(d_G\) and \(d_{G'}\) nonzero. Replace \(r\) by \(r+s\) in the relation and subtract \(e^{\mathrm i(q+G')\cdot s}\) times the original:

\[
\sum_{K\in S} d_K\big(e^{\mathrm i(q+K)\cdot s}-e^{\mathrm i(q+G')\cdot s}\big)e^{\mathrm i(q+K)\cdot r}=0 .
\]

The term \(K=G'\) has gone. For \(s=\pi(G-G')/\|G-G'\|^2\) we have \((G-G')\cdot s=\pi\), so the two phases in the term \(K=G\) differ by a sign and its coefficient is \(2d_G\,e^{\mathrm i(q+G)\cdot s}\neq0\). This is a relation with fewer nonzero coefficients but not none, which is a contradiction.

Hence Poisson's equation holds everywhere exactly when \(\|q+G\|^2v_G=4\pi c_G\) for every \(G\in S\). If no \(q+G\) vanishes, division gives

\[
v_G=\frac{4\pi c_G}{\|q+G\|^2}\qquad\text{for every }G\in S .
\]

Here is the complete Lean file.

```lean
import Mathlib

namespace MonochromaticPerturbation

noncomputable section

/-- Three-dimensional Euclidean space, used for positions and wavevectors. -/
abbrev Space := EuclideanSpace ℝ (Fin 3)

/-- The plane wave `exp(i k·r)`. -/
def planeWave (k r : Space) : ℂ :=
  Complex.exp (Complex.I * ((inner ℝ k r : ℝ) : ℂ))

/-- The field `∑ c_G exp(i (q+G)·r)` with `G` running over the finite set `S`. -/
def monochromatic (S : Finset Space) (q : Space) (c : Space → ℂ) (r : Space) : ℂ :=
  ∑ G ∈ S, c G * planeWave (q + G) r

/-- The partial derivative along the Cartesian axis `i`, for differentiable fields. -/
def partialD (i : Fin 3) (f : Space → ℂ) (r : Space) : ℂ :=
  fderiv ℝ f r (EuclideanSpace.single i (1 : ℝ))

/-- The Laplacian, the sum of the repeated partial derivatives, for twice differentiable fields. -/
def laplace (f : Space → ℂ) (r : Space) : ℂ :=
  ∑ i, partialD i (partialD i f) r

/-- The component `∂ᵢ + i qᵢ` of the gradient shifted by the wavevector `q`. -/
def shiftedD (q : Space) (i : Fin 3) (u : Space → ℂ) (r : Space) : ℂ :=
  partialD i u r + Complex.I * ((q i : ℝ) : ℂ) * u r

/-- The projection of a wavevector on a Cartesian axis is its component. -/
theorem inner_axis (k : Space) (i : Fin 3) :
    inner ℝ k (EuclideanSpace.single i (1 : ℝ)) = k i := by
  simp [EuclideanSpace.inner_single_right]

/-- The differential of `exp(i k·r)` is `exp(i k·r)` times `i k·dr`. -/
theorem planeWave_hasFDerivAt (k r : Space) :
    HasFDerivAt (planeWave k)
      (planeWave k r • (Complex.I • (Complex.ofRealCLM.comp (innerSL ℝ k)))) r := by
  have h := (((Complex.ofRealCLM.comp (innerSL ℝ k)).hasFDerivAt (x := r)).const_mul
    Complex.I).cexp
  exact h

/-- Each component of the gradient obeys `∂ᵢ(exp(i q·r) u) = exp(i q·r) (∂ᵢ + i qᵢ) u`
wherever `u` is differentiable. -/
theorem gradient_phase_mul (q : Space) (i : Fin 3) {u : Space → ℂ} {r : Space}
    (hu : DifferentiableAt ℝ u r) :
    partialD i (fun x => planeWave q x * u x) r = planeWave q r * shiftedD q i u r := by
  have h : HasFDerivAt (fun x => planeWave q x * u x) _ r :=
    (planeWave_hasFDerivAt q r).mul hu.hasFDerivAt
  unfold partialD shiftedD partialD
  rw [h.fderiv]
  change planeWave q r * fderiv ℝ u r (EuclideanSpace.single i (1 : ℝ)) +
    u r * (planeWave q r * (Complex.I *
      ((inner ℝ q (EuclideanSpace.single i (1 : ℝ)) : ℝ) : ℂ))) = _
  rw [inner_axis]
  ring

/-- For twice differentiable `u`, the Laplacian of `exp(i q·r) u` is `exp(i q·r)` times
the sum over the axes of `(∂ᵢ + i qᵢ)² u`. -/
theorem laplace_phase_mul (q : Space) {u : Space → ℂ} (hu : Differentiable ℝ u)
    (hu' : ∀ i, Differentiable ℝ (partialD i u)) (r : Space) :
    laplace (fun x => planeWave q x * u x) r =
      planeWave q r * ∑ i, shiftedD q i (shiftedD q i u) r := by
  unfold laplace
  rw [Finset.mul_sum]
  refine Finset.sum_congr rfl fun i _ => ?_
  -- the gradient rule is applied twice
  have h1 : partialD i (fun x => planeWave q x * u x) =
      fun x => planeWave q x * shiftedD q i u x :=
    funext fun x => gradient_phase_mul q i (hu x)
  have h2 : DifferentiableAt ℝ (shiftedD q i u) r :=
    (hu' i r).add ((hu r).const_mul (Complex.I * ((q i : ℝ) : ℂ)))
  rw [h1]
  exact gradient_phase_mul q i h2

/-- A partial derivative multiplies each coefficient of a monochromatic field by
`i (q+G)ᵢ`. -/
theorem partialD_monochromatic (S : Finset Space) (q : Space) (c : Space → ℂ)
    (i : Fin 3) (r : Space) :
    partialD i (monochromatic S q c) r =
      monochromatic S q (fun G => Complex.I * (((q + G) i : ℝ) : ℂ) * c G) r := by
  have h : HasFDerivAt (monochromatic S q c)
      (∑ G ∈ S, c G • (planeWave (q + G) r •
        (Complex.I • (Complex.ofRealCLM.comp (innerSL ℝ (q + G)))))) r :=
    HasFDerivAt.fun_sum fun G _ => (planeWave_hasFDerivAt (q + G) r).const_mul (c G)
  unfold partialD
  rw [h.fderiv, sum_apply]
  refine Finset.sum_congr rfl fun G _ => ?_
  change c G * (planeWave (q + G) r * (Complex.I *
    ((inner ℝ (q + G) (EuclideanSpace.single i (1 : ℝ)) : ℝ) : ℂ))) =
    Complex.I * (((q + G) i : ℝ) : ℂ) * c G * planeWave (q + G) r
  rw [inner_axis]
  ring

/-- The negative Laplacian multiplies each coefficient of a monochromatic field by
`‖q+G‖²`. -/
theorem neg_laplace_monochromatic (S : Finset Space) (q : Space) (v : Space → ℂ)
    (r : Space) :
    -laplace (monochromatic S q v) r =
      monochromatic S q (fun G => ((‖q + G‖ ^ 2 : ℝ) : ℂ) * v G) r := by
  have h : ∀ i, partialD i (partialD i (monochromatic S q v)) r =
      ∑ G ∈ S, Complex.I * (((q + G) i : ℝ) : ℂ) *
        (Complex.I * (((q + G) i : ℝ) : ℂ) * v G) * planeWave (q + G) r := by
    intro i
    have h1 : partialD i (monochromatic S q v) =
        monochromatic S q (fun G => Complex.I * (((q + G) i : ℝ) : ℂ) * v G) :=
      funext fun x => partialD_monochromatic S q v i x
    rw [h1, partialD_monochromatic]
    rfl
  unfold laplace monochromatic
  change -(∑ i, partialD i (partialD i (monochromatic S q v)) r) = _
  simp only [h]
  rw [Finset.sum_comm, ← Finset.sum_neg_distrib]
  refine Finset.sum_congr rfl fun G _ => ?_
  generalize q + G = k
  rw [EuclideanSpace.norm_sq_eq]
  simp only [Fin.sum_univ_three, Real.norm_eq_abs, sq_abs]
  push_cast
  linear_combination (-(((k 0 : ℝ) : ℂ) ^ 2 + ((k 1 : ℝ) : ℂ) ^ 2 + ((k 2 : ℝ) : ℂ) ^ 2) *
    v G * planeWave k r) * Complex.I_sq

/-- Two monochromatic fields over the same set `S` agree everywhere exactly when their
coefficients agree on `S`. -/
theorem monochromatic_eq_iff (S : Finset Space) (q : Space) (a b : Space → ℂ) :
    (∀ r, monochromatic S q a r = monochromatic S q b r) ↔ ∀ G ∈ S, a G = b G := by
  constructor
  · intro h
    -- different wavevectors give different waves: pick `r` with phase difference `π`
    have hinj : Function.Injective planeWave := by
      intro k k' hk
      by_contra hne
      have hd : ‖k - k'‖ ^ 2 ≠ 0 :=
        pow_ne_zero 2 (norm_ne_zero_iff.mpr (sub_ne_zero.mpr hne))
      obtain ⟨r, h1⟩ : ∃ r : Space, inner ℝ (k - k') r = Real.pi :=
        ⟨(Real.pi / ‖k - k'‖ ^ 2) • (k - k'), by
          rw [inner_smul_right, real_inner_self_eq_norm_sq, div_mul_cancel₀ _ hd]⟩
      rw [inner_sub_left] at h1
      have hr : inner ℝ k r = inner ℝ k' r + Real.pi := by linarith
      have h2 := congrFun hk r
      unfold planeWave at h2
      rw [hr, Complex.ofReal_add, mul_add, Complex.exp_add,
        mul_comm Complex.I (Real.pi : ℂ), Complex.exp_pi_mul_I] at h2
      apply Complex.exp_ne_zero (Complex.I * ((inner ℝ k' r : ℝ) : ℂ))
      linear_combination (-1 / 2 : ℂ) * h2
    -- plane waves are characters of the translation group, hence independent
    let χ : Space → (Multiplicative Space →* ℂ) := fun G =>
      { toFun := fun r => planeWave (q + G) r.toAdd
        map_one' := by simp [planeWave]
        map_mul' := fun x y => by
          simp [planeWave, inner_add_right, mul_add, Complex.exp_add] }
    have hχ : Function.Injective χ := by
      intro G G' hG
      have h1 : planeWave (q + G) = planeWave (q + G') :=
        funext fun r => DFunLike.congr_fun hG (Multiplicative.ofAdd r)
      exact add_left_cancel (hinj h1)
    have hli := (linearIndependent_monoidHom (Multiplicative Space) ℂ).comp χ hχ
    intro G hG
    refine sub_eq_zero.mp (linearIndependent_iff'.mp hli S (fun G => a G - b G) ?_ G hG)
    funext r
    rw [Finset.sum_apply]
    change ∑ G ∈ S, (a G - b G) * planeWave (q + G) r.toAdd = 0
    simp only [sub_mul, Finset.sum_sub_distrib]
    exact sub_eq_zero.mpr (h r.toAdd)
  · intro h r
    exact Finset.sum_congr rfl fun G hG => by rw [h G hG]

/-- The Poisson equation `-ΔV = 4π n₁` holds everywhere exactly when
`‖q+G‖² v_G = 4π c_G` for every `G` in `S`. -/
theorem poisson_iff_coeff (S : Finset Space) (q : Space) (c v : Space → ℂ) :
    (∀ r, -laplace (monochromatic S q v) r = 4 * (Real.pi : ℂ) * monochromatic S q c r) ↔
      ∀ G ∈ S, ((‖q + G‖ ^ 2 : ℝ) : ℂ) * v G = 4 * (Real.pi : ℂ) * c G := by
  have h4 : ∀ r, 4 * (Real.pi : ℂ) * monochromatic S q c r =
      monochromatic S q (fun G => 4 * (Real.pi : ℂ) * c G) r := by
    intro r
    simp only [monochromatic, Finset.mul_sum, mul_assoc]
  simp only [neg_laplace_monochromatic, h4]
  exact monochromatic_eq_iff S q _ _

/-- If no `q+G` vanishes, the Poisson equation `-ΔV = 4π n₁` holds everywhere exactly when
`v_G = 4π c_G / ‖q+G‖²` for every `G` in `S`. -/
theorem poisson_iff (S : Finset Space) (q : Space) (c v : Space → ℂ)
    (hq : ∀ G ∈ S, q + G ≠ 0) :
    (∀ r, -laplace (monochromatic S q v) r = 4 * (Real.pi : ℂ) * monochromatic S q c r) ↔
      ∀ G ∈ S, v G = 4 * (Real.pi : ℂ) * c G / ((‖q + G‖ ^ 2 : ℝ) : ℂ) := by
  rw [poisson_iff_coeff]
  refine forall₂_congr fun G hG => ?_
  have hk : ((‖q + G‖ ^ 2 : ℝ) : ℂ) ≠ 0 :=
    Complex.ofReal_ne_zero.mpr (pow_ne_zero 2 (norm_ne_zero_iff.mpr (hq G hG)))
  rw [eq_div_iff hk, mul_comm (v G)]

/-- If `q+G = 0` for some `G` in `S` and the Poisson equation holds everywhere, then the
density coefficient `c_G` vanishes. -/
theorem uniform_density_eq_zero (S : Finset Space) (q : Space) (c v : Space → ℂ)
    {G : Space} (hG : G ∈ S) (h0 : q + G = 0)
    (h : ∀ r, -laplace (monochromatic S q v) r =
      4 * (Real.pi : ℂ) * monochromatic S q c r) : c G = 0 := by
  have h1 := (poisson_iff_coeff S q c v).mp h G hG
  rw [h0] at h1
  simpa [Real.pi_ne_zero] using h1.symm

end

end MonochromaticPerturbation
```

```lean
#print axioms MonochromaticPerturbation.laplace_phase_mul
-- 'MonochromaticPerturbation.laplace_phase_mul' depends on axioms: [propext, Classical.choice, Quot.sound]
#print axioms MonochromaticPerturbation.poisson_iff
-- 'MonochromaticPerturbation.poisson_iff' depends on axioms: [propext, Classical.choice, Quot.sound]
#print axioms MonochromaticPerturbation.uniform_density_eq_zero
-- 'MonochromaticPerturbation.uniform_density_eq_zero' depends on axioms: [propext, Classical.choice, Quot.sound]
```

## Which fields and derivatives the theorems speak about

`Space` is three-dimensional Euclidean space and serves for both positions and wavevectors. `planeWave k r` is \(e^{\mathrm i k\cdot r}\), and `monochromatic S q c` is the field \(n_1\); with `v` in place of `c` it is \(V\). The coefficients are functions `Space → ℂ`, but only their values on `S` enter. `partialD i f r` is the Fréchet derivative of `f` at `r` applied to the unit vector along axis `i`, and `laplace` adds the three repeated partial derivatives.

The main theorem, `poisson_iff`, assumes in `hq` that `q + G ≠ 0` for every `G` in `S`. It then states that \(-\Delta V(r)=4\pi n_1(r)\) for all \(r\) if and only if the coefficient formula holds for all `G` in `S`. `poisson_iff_coeff` is the version before division and needs no such assumption. The gradient rule is `gradient_phase_mul`, stated for each component at any point where `u` is differentiable; `shiftedD q i` stands for \(\partial_i+\mathrm i q_i\). Nothing requires `u` to be periodic.

The factor \(4\pi\) and the sign fix the convention: in Hartree atomic units, \(V\) is the potential energy of an electron repelled by the electron number density \(n_1\). The vectors \(G\) may be reciprocal lattice vectors, but any finite set will do. The fields are complex, as is usual for a single Fourier component of a real perturbation.

The density and the potential use the same set `S`, and the uniqueness concerns potentials of that form only. Adding a linear function of position to \(V\), for example, leaves its Laplacian unchanged. Infinite Fourier series are not treated.

In density functional perturbation theory, this justifies the Hartree step for a given density response held as a finite plane-wave sum; it does not address exchange and correlation or the self-consistency of that response.

## A uniform density breaks the equivalence

Take \(q=0\), \(S=\{0\}\) and \(c_0=1\). Then \(n_1=1\) everywhere, while \(V=v_0\) is constant and \(-\Delta V=0\). Poisson's equation would read \(0=4\pi\), so no choice of \(v_0\) solves it. Lean sets division by zero to zero, so the formula would accept \(v_0=0\), and the equivalence would be false without `hq`.

The general result is `uniform_density_eq_zero`: if \(q+G=0\) for some \(G\) in \(S\) and Poisson's equation holds, then \(c_G=0\). Physically, a uniform charge density must be neutralised before a potential of this form can exist. Once \(c_G=0\), `poisson_iff_coeff` places no condition on \(v_G\), which is the free constant in the potential.

## How the Lean proof follows the calculation

**Derivatives.** `planeWave_hasFDerivAt` is the chain rule for \(e^{\mathrm i k\cdot r}\), and `inner_axis` says that the projection of \(k\) on axis \(i\) is \(k_i\). In `gradient_phase_mul`, the product rule supplies the differential, `change` writes out its value on the axis vector, and `ring` collects the terms. `laplace_phase_mul` uses this rule twice. The first use, `h1`, is an equality of functions, because it is going to be differentiated again; `h2` provides the differentiability needed for the second use.

**From derivatives to \(\|q+G\|^2\).** `partialD_monochromatic` differentiates the finite sum term by term and finds the factor \(\mathrm i(q+G)_i\). `neg_laplace_monochromatic` applies it twice and exchanges the sum over axes with the sum over \(G\) by `Finset.sum_comm`. `EuclideanSpace.norm_sq_eq` then writes \(\|q+G\|^2\) as the sum of the squared components, and the final `linear_combination` uses \(\mathrm i^2=-1\) to show that the two sides agree.

**Comparing coefficients.** `monochromatic_eq_iff` proves that two fields over the same `S` agree everywhere exactly when their coefficients agree on `S`. Its step `hinj` shows that different wavevectors give different waves, using a displacement with phase difference \(\pi\), as above. The map `χ` then presents each plane wave as a character of the translation group, that is, a function that turns sums of displacements into products of phases. Mathlib's `linearIndependent_monoidHom` states that distinct characters are linearly independent, and it takes the place of the argument with the shortest relation. It is applied to the differences `a G - b G`.

**Poisson's equation.** `poisson_iff_coeff` moves \(4\pi\) into the density coefficients, rewrites the Laplacian and calls `monochromatic_eq_iff`. In `poisson_iff`, `hq` makes \(\|q+G\|^2\) nonzero, and `eq_div_iff` carries out the division. For `uniform_density_eq_zero`, setting \(q+G=0\) in the undivided equation leaves \(0=4\pi c_G\), and \(\pi\neq0\) gives the result.
